# Detailed balance at the bare bias overestimates the Gibbs polarisation of a positively biased, tunnelling two-level system

Q: The blip approximation to the spin-boson model is said to localise a weakly damped particle falsely. What is the smallest case that shows it?

A: Two wells at zero temperature, with bias $e=3$ and tunnelling amplitude $D=4$. The Hamiltonian is $H=-\tfrac e2\sigma_z-\tfrac D2\sigma_x$, with level splitting $E=\sqrt{e^2+D^2}=5$. Its normalised ground state is $(2,1)/\sqrt5$, so $\langle\sigma_z\rangle=\tfrac45-\tfrac15=\tfrac35$. In the stationary state of the (non-interacting) blip approximation, hops up and down between the wells balance, with the upward rate smaller than the downward one by the factor $\exp(-be)$, where $b$ is the inverse temperature. As $b\to\infty$ nothing climbs back, and the polarisation becomes 1. The ratio of the rates contains the energy difference between the wells but not the tunnelling amplitude, which mixes the wells in the eigenstates.

Q: Does the file contain that Hamiltonian, or just a formula for the answer?

A: It contains the Hamiltonian, as a real $2\times2$ matrix with $\hbar=k_B=1$. The first basis state has $\sigma_z=+1$ and is the lower well when $e>0$.

```lean
import Mathlib

open Filter Topology

namespace SpinBosonPolarisation

noncomputable section

/-- Hamiltonian `-(e/2) σz - (D/2) σx` of a two-level system with bias `e` and tunnelling
amplitude `D`, in units with `ħ = 1`. -/
def hamiltonian (e D : ℝ) : Matrix (Fin 2) (Fin 2) ℝ :=
  !![-e / 2, -D / 2; -D / 2, e / 2]

/-- The Pauli matrix `σz`, which tells the two wells apart. -/
def sigmaZ : Matrix (Fin 2) (Fin 2) ℝ := !![1, 0; 0, -1]

/-- The level splitting `E = √(e² + D²)`. -/
def splitting (e D : ℝ) : ℝ := Real.sqrt (e ^ 2 + D ^ 2)
```

Q: And the weak-coupling polarisation? I see no bath.

A: There is none. `gibbsPolarisation` is $\mathrm{Tr}(\sigma_z e^{-bH})/\mathrm{Tr}\,e^{-bH}$, with the true matrix exponential. That the long-time reduced state of the damped system approaches this Gibbs state as the coupling vanishes is the physical assumption behind the definition; it is not derived. The bath survives only as a temperature.

```lean
/-- Thermal average of `σz` in the Gibbs state of the two-level system at inverse temperature `b`.
-/
def gibbsPolarisation (b e D : ℝ) : ℝ :=
  (sigmaZ * NormedSpace.exp ((-b) • hamiltonian e D)).trace /
    (NormedSpace.exp ((-b) • hamiltonian e D)).trace
```

Q: Then derive the closed form for me.

A: Since $D^2>0$, we have $E>\sqrt{e^2}=|e|$, so $E+e>0$.

```lean
/-- With nonzero tunnelling the level splitting exceeds the magnitude of the bias. -/
theorem abs_bias_lt_splitting (e : ℝ) {D : ℝ} (hD : D ≠ 0) : |e| < splitting e D := by
  have h : 0 < D ^ 2 := by positivity
  rw [splitting, ← Real.sqrt_sq_eq_abs]
  exact Real.sqrt_lt_sqrt (sq_nonneg e) (by linarith)
```

The normalised eigenvectors are
$$\frac{(E+e,\,D)}{\sqrt{2E(E+e)}},\qquad \frac{(-D,\,E+e)}{\sqrt{2E(E+e)}},$$
with energies $-E/2$ and $+E/2$. For the first, the upper component of $H$ acting on $(E+e,D)$ is $-\tfrac12(eE+e^2+D^2)=-\tfrac E2(E+e)$, and the lower one is $-\tfrac D2(E+e)+\tfrac{eD}2=-\tfrac E2D$. The second is checked in the same way. On these vectors $e^{-bH}$ must give $e^{\pm bE/2}=\cosh\tfrac{bE}2\pm\sinh\tfrac{bE}2$, while $-2H/E$ gives $\pm1$. Hence
$$e^{-bH}=\cosh\tfrac{bE}2\,I-\tfrac2E\sinh\tfrac{bE}2\,H.$$

The Lean proof puts the unnormalised eigenvectors into the columns of `U`. `hA` diagonalises the exponent, `Matrix.exp_conj` moves the exponential inside the conjugation, and `hR` checks that the claimed matrix acts correctly on both columns.

```lean
/-- Closed form of the Boltzmann operator `exp(-bH)` of the two-level system with nonzero
tunnelling. -/
theorem boltzmann_operator (b e : ℝ) {D : ℝ} (hD : D ≠ 0) :
    NormedSpace.exp ((-b) • hamiltonian e D) =
      !![Real.cosh (b * splitting e D / 2)
            + e / splitting e D * Real.sinh (b * splitting e D / 2),
          D / splitting e D * Real.sinh (b * splitting e D / 2);
         D / splitting e D * Real.sinh (b * splitting e D / 2),
          Real.cosh (b * splitting e D / 2)
            - e / splitting e D * Real.sinh (b * splitting e D / 2)] := by
  have habs := abs_bias_lt_splitting e hD
  have hE2 : splitting e D ^ 2 = e ^ 2 + D ^ 2 := Real.sq_sqrt (by positivity)
  generalize splitting e D = E at habs hE2 ⊢
  have hE : E ≠ 0 := ((abs_nonneg e).trans_lt habs).ne'
  have hsum : 0 < E + e := by linarith [neg_abs_le e]
  have mk : ∀ a b c d a' b' c' d' : ℝ, a = a' → b = b' → c = c' → d = d' →
      !![a, b; c, d] = !![a', b'; c', d'] := by
    intro a b c d a' b' c' d' h1 h2 h3 h4
    rw [h1, h2, h3, h4]
  -- the columns of `U` are the energy eigenvectors
  obtain ⟨U, hU⟩ : ∃ U : Matrix (Fin 2) (Fin 2) ℝ, U = !![E + e, -D; D, E + e] := ⟨_, rfl⟩
  have hdet : IsUnit U.det := by
    rw [hU, Matrix.det_fin_two_of]
    have h : 0 < (E + e) * (E + e) - -D * D := by
      nlinarith [mul_pos hsum hsum, sq_nonneg D]
    exact h.ne'.isUnit
  have hUU : U * U⁻¹ = 1 := Matrix.mul_nonsing_inv U hdet
  have hA : (-b) • hamiltonian e D
      = U * Matrix.diagonal ![b * E / 2, -(b * E / 2)] * U⁻¹ := by
    have hd : Matrix.diagonal ![b * E / 2, -(b * E / 2)]
        = !![b * E / 2, 0; 0, -(b * E / 2)] := by
      ext i j
      fin_cases i <;> fin_cases j <;> simp
    have h : ((-b) • hamiltonian e D) * U
        = U * Matrix.diagonal ![b * E / 2, -(b * E / 2)] := by
      rw [hd, hU]
      simp only [hamiltonian, Matrix.smul_of, Matrix.smul_cons, Matrix.smul_empty, smul_eq_mul]
      rw [Matrix.mul_fin_two, Matrix.mul_fin_two]
      refine mk _ _ _ _ _ _ _ _ ?_ ?_ ?_ ?_
      · linear_combination (-(b / 2)) * hE2
      · ring
      · ring
      · linear_combination (b / 2) * hE2
    rw [← h, mul_assoc, hUU, mul_one]
  have hexp : Matrix.diagonal (NormedSpace.exp ![b * E / 2, -(b * E / 2)])
      = !![Real.exp (b * E / 2), 0; 0, Real.exp (-(b * E / 2))] := by
    ext i j
    fin_cases i <;> fin_cases j <;> simp [Real.exp_eq_exp_ℝ]
  -- the claimed matrix acts correctly on both eigenvectors
  obtain ⟨s, hs⟩ : ∃ s, Real.sinh (b * E / 2) = s * E :=
    ⟨Real.sinh (b * E / 2) / E, (div_mul_cancel₀ _ hE).symm⟩
  have h1 : ∀ a : ℝ, a / E * Real.sinh (b * E / 2) = a * s := by
    intro a
    rw [hs]
    field_simp
  have hp : Real.exp (b * E / 2) = Real.cosh (b * E / 2) + s * E := by
    rw [← hs, Real.cosh_add_sinh]
  have hm : Real.exp (-(b * E / 2)) = Real.cosh (b * E / 2) - s * E := by
    rw [← hs, Real.cosh_sub_sinh]
  rw [h1 e, h1 D]
  have hR : !![Real.cosh (b * E / 2) + e * s, D * s; D * s, Real.cosh (b * E / 2) - e * s] * U
      = U * !![Real.exp (b * E / 2), 0; 0, Real.exp (-(b * E / 2))] := by
    rw [hU, hp, hm, Matrix.mul_fin_two, Matrix.mul_fin_two]
    refine mk _ _ _ _ _ _ _ _ ?_ ?_ ?_ ?_
    · linear_combination (-s) * hE2
    · ring
    · ring
    · linear_combination s * hE2
  rw [hA, Matrix.exp_conj _ _ ((Matrix.isUnit_iff_isUnit_det U).2 hdet), Matrix.exp_diagonal,
    hexp, ← hR, mul_assoc, hUU, mul_one]
```

The trace is $2\cosh\tfrac{bE}2$. With $\sigma_z$ inserted it is $2\tfrac eE\sinh\tfrac{bE}2$. Their ratio is $\tfrac eE\tanh\tfrac{bE}2$.

```lean
/-- For nonzero tunnelling the Gibbs polarisation is `(e/E) tanh(bE/2)`. -/
theorem gibbsPolarisation_eq (b e : ℝ) {D : ℝ} (hD : D ≠ 0) :
    gibbsPolarisation b e D
      = e / splitting e D * Real.tanh (b * splitting e D / 2) := by
  rw [gibbsPolarisation, boltzmann_operator b e hD, sigmaZ, Matrix.mul_fin_two,
    Matrix.trace_fin_two_of, Matrix.trace_fin_two_of, Real.tanh_eq_sinh_div_cosh]
  generalize splitting e D = E
  have hc : Real.cosh (b * E / 2) ≠ 0 := (Real.cosh_pos _).ne'
  have hden : Real.cosh (b * E / 2) + e / E * Real.sinh (b * E / 2)
      + (Real.cosh (b * E / 2) - e / E * Real.sinh (b * E / 2))
      = 2 * Real.cosh (b * E / 2) := by ring
  rw [hden, div_eq_iff (mul_ne_zero two_ne_zero hc)]
  have h := div_mul_cancel₀ (Real.sinh (b * E / 2)) hc
  linear_combination (-2 * (e / E)) * h
```

Q: Now the other side. Is the blip approximation derived from a path integral?

A: No. What enters is its stationary rate equation. Let $p$ and $q$ be the populations of the lower and upper well, $k>0$ the downward rate and $k'$ the upward rate. The postulate is $k'=k\,e^{-be}$: each hop exchanges the bare energy $e$ with a thermal bath, as for incoherent transitions between localised states. Stationarity, $kq=k'p$, gives $q=e^{-be}p$. With $p+q=1$,
$$p-q=\frac{1-e^{-be}}{1+e^{-be}}=\tanh\frac{be}2.$$
The size of $k$ cancels, so no spectral density is needed. In Lean the three conditions are the hypotheses `balance`, `stationary` and `total`; the proof finds $q$ in terms of $p$ and then clears the hyperbolic denominator.

```lean
/-- Stationary rate equation of the blip approximation: let the populations `p` and `q` of the two
wells, with `p + q = 1`, be stationary under a rate `k > 0` from the `q` well to the `p` well and a
reverse rate `k' = k exp(-be)`. Then the polarisation `p - q` is `tanh(be/2)`. -/
theorem blip_polarisation {b e k k' p q : ℝ} (hk : 0 < k)
    (balance : k' = k * Real.exp (-(b * e))) (stationary : k * q = k' * p)
    (total : p + q = 1) : p - q = Real.tanh (b * e / 2) := by
  have hw : Real.exp (-(b * e)) = Real.exp (-(b * e / 2)) ^ 2 := by
    rw [sq, ← Real.exp_add]
    congr 1
    ring
  have huv : Real.exp (b * e / 2) * Real.exp (-(b * e / 2)) = 1 := by
    rw [← Real.exp_add, add_neg_cancel, Real.exp_zero]
  have hq : q = Real.exp (-(b * e / 2)) ^ 2 * p := by
    apply mul_left_cancel₀ hk.ne'
    rw [stationary, balance, hw]
    ring
  rw [Real.tanh_eq_sinh_div_cosh, eq_div_iff (Real.cosh_pos _).ne', Real.sinh_eq, Real.cosh_eq]
  linear_combination (Real.exp (b * e / 2) - Real.exp (-(b * e / 2))) / 2 * total
    - Real.exp (b * e / 2) * hq - p * Real.exp (-(b * e / 2)) * huv
```

Q: Comparing the two isn't obvious. The Gibbs value has a smaller prefactor but a larger argument in the tanh.

A: Right, so we need $\tanh x/x$ to decrease for $x>0$. Start with $0<u<v$ and set $f(t)=u\sinh(vt)-v\sinh(ut)$. Then $f(0)=0$, and $f'(t)=uv\,(\cosh vt-\cosh ut)>0$ for $t>0$. So $f(1)>0$, which says $v\sinh u<u\sinh v$. In the proof, `hder` is the derivative and `hmono` the monotonicity.

```lean
/-- The ratio `sinh u / u` grows with `u > 0`, written without division. -/
theorem mul_sinh_lt {u v : ℝ} (hu : 0 < u) (huv : u < v) :
    v * Real.sinh u < u * Real.sinh v := by
  have hv : 0 < v := hu.trans huv
  have hder : ∀ t : ℝ, HasDerivAt (fun t => u * Real.sinh (v * t) - v * Real.sinh (u * t))
      (u * (Real.cosh (v * t) * (v * 1)) - v * (Real.cosh (u * t) * (u * 1))) t := fun t =>
    ((((hasDerivAt_id' t).const_mul v).sinh).const_mul u).fun_sub
      ((((hasDerivAt_id' t).const_mul u).sinh).const_mul v)
  have hmono : StrictMonoOn (fun t => u * Real.sinh (v * t) - v * Real.sinh (u * t))
      (Set.Ici 0) := by
    apply strictMonoOn_of_deriv_pos (convex_Ici 0)
    · exact fun t _ => (hder t).continuousAt.continuousWithinAt
    · intro t ht
      rw [interior_Ici] at ht
      have ht' : 0 < t := ht
      rw [(hder t).deriv]
      have hc : Real.cosh (u * t) < Real.cosh (v * t) := by
        rw [Real.cosh_lt_cosh, abs_of_pos (mul_pos hu ht'), abs_of_pos (mul_pos hv ht')]
        exact mul_lt_mul_of_pos_right huv ht'
      nlinarith [mul_pos (mul_pos hu hv) (sub_pos.2 hc)]
  have h := hmono (Set.mem_Ici.2 le_rfl) (Set.mem_Ici.2 zero_le_one) zero_lt_one
  simp only [mul_zero, Real.sinh_zero, mul_one, sub_self] at h
  linarith
```

For $0<x<y$, take $u=y-x$ and $v=y+x$:
$$(y+x)\sinh(y-x)<(y-x)\sinh(y+x).$$
The addition formulas reduce this to $2x\sinh y\cosh x<2y\cosh y\sinh x$. Dividing by $2\cosh x\cosh y$ gives $x\tanh y<y\tanh x$.

```lean
/-- The ratio `tanh x / x` falls with `x > 0`, written without division. -/
theorem mul_tanh_lt {x y : ℝ} (hx : 0 < x) (hxy : x < y) :
    x * Real.tanh y < y * Real.tanh x := by
  have h := mul_sinh_lt (sub_pos.2 hxy) (show y - x < y + x by linarith)
  rw [Real.sinh_add, Real.sinh_sub] at h
  rw [Real.tanh_eq_sinh_div_cosh, Real.tanh_eq_sinh_div_cosh, ← mul_div_assoc, ← mul_div_assoc,
    div_lt_div_iff₀ (Real.cosh_pos _) (Real.cosh_pos _)]
  nlinarith [h]
```

Finally put $x=be/2$ and $y=bE/2$, which are ordered because $e<E$, and divide by $bE/2$:
$$\frac eE\tanh\frac{bE}2<\tanh\frac{be}2.$$

```lean
/-- At every positive temperature, for positive bias and nonzero tunnelling, the Gibbs
polarisation is strictly smaller than the blip-approximation value `tanh(be/2)`. -/
theorem gibbs_lt_blip {b e D : ℝ} (hb : 0 < b) (he : 0 < e) (hD : D ≠ 0) :
    gibbsPolarisation b e D < Real.tanh (b * e / 2) := by
  have hlt : e < splitting e D := (le_abs_self e).trans_lt (abs_bias_lt_splitting e hD)
  rw [gibbsPolarisation_eq b e hD]
  generalize splitting e D = E at hlt ⊢
  have h := mul_tanh_lt (show 0 < b * e / 2 by positivity)
    (show b * e / 2 < b * E / 2 by nlinarith [mul_pos hb (sub_pos.2 hlt)])
  rw [div_mul_eq_mul_div, div_lt_iff₀ (he.trans hlt)]
  exact lt_of_mul_lt_mul_left (a := b / 2) (by linarith) (by positivity)
```

Q: Do you really need $D\neq0$ there?

A: Yes. Take $D=0$, $e=1$, $b=2$. The Hamiltonian is diagonal, both sides of the inequality equal $\tanh1$, and the strict inequality fails. Without tunnelling there is no mixing to miss. The sign of $e$ matters too: for $e=-3$, $D=4$ the low-temperature values are near $-\tfrac35$ and $-1$, so the order is reversed.

Q: And the false localisation from the start is the limit $b\to\infty$?

A: Yes, in the sense that the whole population sits in the lower well. For $a>0$, $\tanh\tfrac{ba}2=(1-e^{-ba})/(1+e^{-ba})\to1$, because $e^{-ba}\to0$. The Lean proof gets this identity from `blip_polarisation`, using rates $1$ and $e^{-ba}$.

```lean
/-- For a positive energy `a`, `tanh(ba/2)` tends to one as the temperature goes to zero. -/
theorem tendsto_tanh_cold {a : ℝ} (ha : 0 < a) :
    Tendsto (fun b : ℝ => Real.tanh (b * a / 2)) atTop (𝓝 1) := by
  have h0 : Tendsto (fun b : ℝ => Real.exp (-(b * a))) atTop (𝓝 0) :=
    Real.tendsto_exp_neg_atTop_nhds_zero.comp (tendsto_id.atTop_mul_const ha)
  have h : Tendsto (fun b : ℝ => (1 - Real.exp (-(b * a))) / (1 + Real.exp (-(b * a))))
      atTop (𝓝 ((1 - 0) / (1 + 0))) :=
    (tendsto_const_nhds.sub h0).div (tendsto_const_nhds.add h0) (by norm_num)
  rw [sub_zero, add_zero, div_one] at h
  refine h.congr fun b => ?_
  -- with w = exp(-ba), the populations 1/(1+w) and w/(1+w) are stationary for rates 1 and w
  have hw : 1 + Real.exp (-(b * a)) ≠ 0 := by positivity
  rw [sub_div]
  refine blip_polarisation (k := 1) one_pos rfl ?_ ?_
  · ring
  · rw [← add_div, div_self hw]
```

With $a=E$ the Gibbs polarisation tends to $e/E$, and with $a=e$ the blip value tends to 1. `false_localisation` states both limits together with $e/E<1$.

```lean
/-- Zero-temperature limit for positive bias and nonzero tunnelling: the Gibbs polarisation
tends to `e/E`, which is less than one, while the blip-approximation value tends to one. -/
theorem false_localisation {e D : ℝ} (he : 0 < e) (hD : D ≠ 0) :
    Tendsto (fun b => gibbsPolarisation b e D) atTop (𝓝 (e / splitting e D)) ∧
      e / splitting e D < 1 ∧
      Tendsto (fun b : ℝ => Real.tanh (b * e / 2)) atTop (𝓝 1) := by
  have hlt : e < splitting e D := (le_abs_self e).trans_lt (abs_bias_lt_splitting e hD)
  have hE : 0 < splitting e D := he.trans hlt
  refine ⟨?_, (div_lt_one hE).2 hlt, tendsto_tanh_cold he⟩
  have h := (tendsto_tanh_cold hE).const_mul (e / splitting e D)
  rw [mul_one] at h
  exact h.congr fun b => (gibbsPolarisation_eq b e hD).symm

end

end SpinBosonPolarisation
```

```lean
#print axioms SpinBosonPolarisation.gibbs_lt_blip
#print axioms SpinBosonPolarisation.false_localisation
```

```
'SpinBosonPolarisation.gibbs_lt_blip' depends on axioms: [propext, Classical.choice, Quot.sound]
'SpinBosonPolarisation.false_localisation' depends on axioms: [propext, Classical.choice, Quot.sound]
```

Q: So what may I conclude about a simulation?

A: Take a fixed positive bias and nonzero tunnelling. If a spin-boson calculation at very weak coupling and positive temperature relaxes to $\tanh(be/2)$, its long-time populations disagree with the Gibbs state of the isolated two-level system, and the gap in polarisation tends to $1-e/E$ on cooling. At finite coupling the comparison needs the actual reduced equilibrium state, which this model doesn't supply.
